# One-electron transition moments between Slater determinants as adjugate traces

## Wavefunctions on a finite basis

An orbital is modelled as a function on a finite, orthonormal one-particle basis `X`, spin included, and a many-electron wavefunction as a function on configurations `n → X`. The finite type `n` labels the electrons and the orbitals of each set; let \(N\) be its size. Values lie in a commutative ring `R`, for instance \(\mathbb C\). Since a general ring has no conjugation, the bra coefficients \(\varphi_i\) are entered already conjugated.

The bra is the single product \(\prod_j\varphi_j(x_j)\) (`productState`). The ket is the unnormalised determinant of orbitals \(\psi_j\) (`slater`), and `oneBody` sums a one-electron operator \(O\), such as a dipole component, over all electrons. With \(S_{ij}=\varphi_i\cdot\psi_j\) and \(h_{ij}=\varphi_i\cdot O\psi_j\), the amplitude is

\[
M(S,h)=\sum_s \operatorname{sgn}(s)\sum_k h_{k,s(k)}\prod_{j\ne k}S_{j,s(j)},
\]

where \(s\) runs over permutations. Antisymmetrising the bra too, with a prefactor \(1/\sqrt{N!}\) on each determinant, gives the same \(M\). These determinants have norm one if each orbital set is orthonormal; otherwise one also divides by their norms.

## From configurations to a trace

Fix \(s\) and \(k\), and put \(\chi_j=\psi_{s(j)}\). The operator changes only the factor of electron \(k\), so the sum over configurations factorises:

\[
\sum_x\prod_j\varphi_j(x_j)\,(O\chi_k)(x_k)\prod_{j\ne k}\chi_j(x_j)
=(\varphi_k\cdot O\chi_k)\prod_{j\ne k}\varphi_j\cdot\chi_j .
\]

Summing over \(k\) and \(s\) with signs gives \(M(S,h)\).

For fixed \(k\), the sum over \(s\) is the determinant of \(S\) with row \(k\) replaced by row \(k\) of \(h\). Expanding along that row gives \(\sum_j \operatorname{adj}(S)_{jk}h_{kj}\), and hence

\[
M(S,h)=\operatorname{tr}(\operatorname{adj}(S)\,h).
\]

## Changing the orbitals

Let \(A\) mix the bra orbitals and \(B\) the ket orbitals, so that \(S\to ASB\) and \(h\to AhB\). The adjugate reverses products, and the trace is cyclic:

\[
\begin{aligned}
M(ASB,AhB)&=\operatorname{tr}(\operatorname{adj}B\,\operatorname{adj}S\,\operatorname{adj}A\,A\,h\,B)\\
&=\det A\,\operatorname{tr}(\operatorname{adj}S\,h\,B\,\operatorname{adj}B)\\
&=\det A\det B\,M(S,h).
\end{aligned}
\]

If \(ASB=\operatorname{diag}(d)\), its adjugate is diagonal with entries \(\prod_{j\ne k}d_j\), so

\[
\det A\det B\,M(S,h)=\sum_k(AhB)_{kk}\prod_{j\ne k}d_j .
\]

For \(d=1\), the biorthonormal case, the right side is \(\operatorname{tr}(AhB)\). If \(d_p=0\), only the term \(k=p\) survives. If two overlaps vanish, every term does, and \(M(S,h)=0\) when \(\det A\) and \(\det B\) are invertible.

The determinants are easily forgotten. For \(N=1\), \(S=\tfrac12\), \(h=1\), \(A=2\), \(B=1\), the transformed orbitals are biorthonormal and \(\operatorname{tr}(AhB)=2\), yet \(M(S,h)=1\).

These formulas apply to transitions between separately optimised states, each approximated by one determinant in a finite basis. The diagonalising \(A\) and \(B\) are assumed, not constructed. Multi-determinant states and the constant nuclear part of a dipole operator are not covered.

## The Lean file

```lean
import Mathlib

open Matrix Finset

namespace ManyElectronTransitionMoment

variable {n X R : Type*} [Fintype n] [DecidableEq n] [Fintype X] [CommRing R]

/-- The product wavefunction in which electron `j` occupies the orbital `φ j`. -/
def productState (φ : n → X → R) (x : n → X) : R := ∏ j, φ j (x j)

/-- The unnormalised Slater determinant of the orbitals `ψ`. -/
def slater (ψ : n → X → R) (x : n → X) : R :=
  ∑ s : Equiv.Perm n, ((Equiv.Perm.sign s : ℤ) : R) * productState (fun j => ψ (s j)) x

/-- The sum over all electrons of the one-electron operator `O`, acting on a wavefunction. -/
def oneBody (O : Matrix X X R) (Ψ : (n → X) → R) (x : n → X) : R :=
  ∑ k, ∑ y, O (x k) y * Ψ (Function.update x k y)

/-- The transition moment as a signed sum over permutations, built from the orbital overlaps `S`
and the one-electron transition integrals `h`. -/
def transitionMoment (S h : Matrix n n R) : R :=
  ∑ s : Equiv.Perm n, ((Equiv.Perm.sign s : ℤ) : R) *
    ∑ k, h k (s k) * ∏ j ∈ univ.erase k, S j (s j)

/-- A product in which only the factor of electron `k` is changed. -/
theorem prod_ite_erase (k : n) (a f : n → R) :
    ∏ j, (if j = k then a j else f j) = a k * ∏ j ∈ univ.erase k, f j := by
  rw [← Finset.mul_prod_erase univ _ (Finset.mem_univ k), if_pos rfl]
  congr 1
  exact Finset.prod_congr rfl fun j hj => if_neg (Finset.ne_of_mem_erase hj)

/-- Between two orbital products, an operator on electron `k` gives one transition integral
times the overlaps of all other electrons. -/
theorem product_amplitude (φ χ : n → X → R) (O : Matrix X X R) (k : n) :
    ∑ x : n → X, productState φ x * ∑ y, O (x k) y * productState χ (Function.update x k y)
      = (φ k ⬝ᵥ O *ᵥ χ k) * ∏ j ∈ univ.erase k, φ j ⬝ᵥ χ j := by
  have hupd : ∀ (x : n → X) (y : X), productState χ (Function.update x k y)
      = χ k y * ∏ j ∈ univ.erase k, χ j (x j) := by
    intro x y
    unfold productState
    rw [← Finset.mul_prod_erase univ _ (Finset.mem_univ k), Function.update_self]
    congr 1
    exact Finset.prod_congr rfl fun j hj => by
      rw [Function.update_of_ne (Finset.ne_of_mem_erase hj)]
  calc _ = ∑ x : n → X, ∏ j, (if j = k then φ j (x j) * (O *ᵥ χ j) (x j)
          else φ j (x j) * χ j (x j)) := by
        refine Finset.sum_congr rfl fun x _ => ?_
        have hy : ∑ y, O (x k) y * productState χ (Function.update x k y)
            = (O *ᵥ χ k) (x k) * ∏ j ∈ univ.erase k, χ j (x j) := by
          simp only [hupd, Matrix.mulVec, dotProduct, Finset.sum_mul, mul_assoc]
        rw [prod_ite_erase k (fun j => φ j (x j) * (O *ᵥ χ j) (x j))
          (fun j => φ j (x j) * χ j (x j)), Finset.prod_mul_distrib, hy, productState,
          ← Finset.mul_prod_erase univ _ (Finset.mem_univ k)]
        ring
    -- the sum over configurations factorises into one-electron integrals
    _ = ∏ j, ∑ z, (if j = k then φ j z * (O *ᵥ χ j) z else φ j z * χ j z) := by
        rw [Finset.prod_univ_sum, Fintype.piFinset_univ]
    _ = _ := by
        rw [← prod_ite_erase k (fun j => φ j ⬝ᵥ O *ᵥ χ j) (fun j => φ j ⬝ᵥ χ j)]
        refine Finset.prod_congr rfl fun j _ => ?_
        split_ifs <;> rfl

/-- The amplitude of a one-electron operator between an orbital product (bra coefficients `φ`)
and a Slater determinant is the transition moment of their orbital integrals. -/
theorem slater_amplitude (φ ψ : n → X → R) (O : Matrix X X R) :
    ∑ x : n → X, productState φ x * oneBody O (slater ψ) x
      = transitionMoment (Matrix.of fun i j => φ i ⬝ᵥ ψ j)
          (Matrix.of fun i j => φ i ⬝ᵥ O *ᵥ ψ j) := by
  have key := fun (s : Equiv.Perm n) (k : n) => product_amplitude φ (fun j => ψ (s j)) O k
  simp only [transitionMoment, Matrix.of_apply, ← key]
  simp only [oneBody, slater, Finset.mul_sum]
  -- bring the sums over electrons, configurations and permutations into the same order
  refine Finset.sum_comm.trans ?_
  refine Eq.trans ?_ Finset.sum_comm
  refine Finset.sum_congr rfl fun k _ => ?_
  refine Eq.trans ?_ Finset.sum_comm
  refine Finset.sum_congr rfl fun x _ => ?_
  refine Eq.trans ?_ Finset.sum_comm
  refine Finset.sum_congr rfl fun y _ => Finset.sum_congr rfl fun s _ => ?_
  ring

/-- The transition moment is the trace of the adjugate overlap matrix times the matrix of
transition integrals. -/
theorem transitionMoment_eq_trace (S h : Matrix n n R) :
    transitionMoment S h = (S.adjugate * h).trace := by
  have hk : ∀ k, ∑ s : Equiv.Perm n, ((Equiv.Perm.sign s : ℤ) : R) *
      (h k (s k) * ∏ j ∈ univ.erase k, S j (s j)) = ∑ j, S.adjugate j k * h k j := by
    intro k
    -- the permutation sum is a determinant with row `k` taken from `h`
    have hdet : (S.updateRow k (h k)).det = ∑ s : Equiv.Perm n,
        ((Equiv.Perm.sign s : ℤ) : R) * (h k (s k) * ∏ j ∈ univ.erase k, S j (s j)) := by
      rw [← Matrix.det_transpose, Matrix.det_apply']
      refine Finset.sum_congr rfl fun s _ => ?_
      congr 1
      rw [← Finset.mul_prod_erase univ _ (Finset.mem_univ k)]
      simp only [Matrix.transpose_apply, Matrix.updateRow_self]
      congr 1
      exact Finset.prod_congr rfl fun j hj => by
        rw [Matrix.updateRow_ne (Finset.ne_of_mem_erase hj)]
    rw [← hdet, ← Matrix.cramer_transpose_apply, Matrix.cramer_eq_adjugate_mulVec,
      ← Matrix.adjugate_transpose]
    rfl
  simp only [transitionMoment, Finset.mul_sum]
  rw [Finset.sum_comm]
  simp only [hk, Matrix.trace, Matrix.diag_apply, Matrix.mul_apply]
  exact Finset.sum_comm

/-- Under linear changes `A` of the bra orbitals and `B` of the ket orbitals, the transition
moment is multiplied by `det A * det B`. -/
theorem transitionMoment_transform (A B S h : Matrix n n R) :
    transitionMoment (A * S * B) (A * h * B) = A.det * B.det * transitionMoment S h := by
  simp only [transitionMoment_eq_trace, Matrix.adjugate_mul_distrib]
  calc (B.adjugate * (S.adjugate * A.adjugate) * (A * h * B)).trace
      = (B.adjugate * (S.adjugate * (A.adjugate * A) * h * B)).trace := by
        simp only [Matrix.mul_assoc]
    _ = (S.adjugate * (A.adjugate * A) * h * (B * B.adjugate)).trace := by
        rw [Matrix.trace_mul_comm]
        simp only [Matrix.mul_assoc]
    _ = A.det * B.det * (S.adjugate * h).trace := by
        rw [Matrix.adjugate_mul, Matrix.mul_adjugate]
        simp only [Matrix.mul_smul, Matrix.smul_mul, Matrix.mul_one, Matrix.trace_smul,
          smul_eq_mul]
        ring

/-- If `A` and `B` make the orbitals biorthogonal with overlaps `d`, the transition moment times
`det A * det B` is the sum of the transformed diagonal transition integrals, each weighted by the
overlaps of all other orbital pairs. -/
theorem transitionMoment_biorthogonal (A B S h : Matrix n n R) (d : n → R)
    (hd : A * S * B = Matrix.diagonal d) :
    A.det * B.det * transitionMoment S h
      = ∑ k, (A * h * B) k k * ∏ j ∈ univ.erase k, d j := by
  rw [← transitionMoment_transform, hd, transitionMoment_eq_trace, Matrix.adjugate_diagonal]
  simp only [Matrix.trace, Matrix.diag_apply, Matrix.diagonal_mul]
  exact Finset.sum_congr rfl fun k _ => mul_comm _ _

/-- For biorthonormal orbitals the transition moment, times the determinants of the orbital
transformations, is the trace of the transformed transition integrals. -/
theorem transitionMoment_biorthonormal (A B S h : Matrix n n R) (hS : A * S * B = 1) :
    A.det * B.det * transitionMoment S h = (A * h * B).trace := by
  rw [← transitionMoment_transform, hS, transitionMoment_eq_trace, Matrix.adjugate_one,
    Matrix.one_mul]

/-- If the biorthogonal pair `p` has zero overlap, only the transition integral of that pair
contributes. -/
theorem transitionMoment_one_zero (A B S h : Matrix n n R) (d : n → R)
    (hd : A * S * B = Matrix.diagonal d) (p : n) (hp : d p = 0) :
    A.det * B.det * transitionMoment S h
      = (A * h * B) p p * ∏ j ∈ univ.erase p, d j := by
  rw [transitionMoment_biorthogonal A B S h d hd]
  refine Finset.sum_eq_single p (fun k _ hk => ?_) (fun hn => absurd (Finset.mem_univ p) hn)
  rw [Finset.prod_eq_zero (Finset.mem_erase.2 ⟨hk.symm, Finset.mem_univ p⟩) hp, mul_zero]

/-- If two biorthogonal pairs have zero overlap and the orbital transformations are invertible,
the transition moment of every one-electron operator vanishes. -/
theorem transitionMoment_two_zeros (A B S h : Matrix n n R) (d : n → R)
    (hA : IsUnit A.det) (hB : IsUnit B.det) (hd : A * S * B = Matrix.diagonal d)
    (p q : n) (hpq : p ≠ q) (hp : d p = 0) (hq : d q = 0) :
    transitionMoment S h = 0 := by
  refine (hA.mul hB).mul_right_eq_zero.1 ?_
  rw [transitionMoment_one_zero A B S h d hd p hp,
    Finset.prod_eq_zero (Finset.mem_erase.2 ⟨hpq.symm, Finset.mem_univ q⟩) hq, mul_zero]

/-- Explicit integer overlap matrices brought to biorthonormal form, and to biorthogonal form
with one and with two zero overlaps, the last by transformations of determinant one. -/
theorem biorthogonal_witness :
    (!![1, 0; -1, 1] * !![1, 1; 1, 2] * !![1, -1; 0, 1] : Matrix (Fin 2) (Fin 2) ℤ) = 1 ∧
    (!![1, 0; -1, 1] * !![1, 1; 1, 1] * !![1, -1; 0, 1] : Matrix (Fin 2) (Fin 2) ℤ)
      = Matrix.diagonal ![1, 0] ∧
    (!![1, 0, 0; -1, 1, 0; -1, 0, 1] * !![1, 1, 1; 1, 1, 1; 1, 1, 1] *
      !![1, -1, -1; 0, 1, 0; 0, 0, 1] : Matrix (Fin 3) (Fin 3) ℤ)
      = Matrix.diagonal ![1, 0, 0] ∧
    (!![1, 0, 0; -1, 1, 0; -1, 0, 1] : Matrix (Fin 3) (Fin 3) ℤ).det = 1 ∧
    (!![1, -1, -1; 0, 1, 0; 0, 0, 1] : Matrix (Fin 3) (Fin 3) ℤ).det = 1 := by
  refine ⟨?_, ?_, ?_, ?_, ?_⟩
  · ext i j
    fin_cases i <;> fin_cases j <;> simp [Matrix.mul_apply, Fin.sum_univ_succ]
  · ext i j
    fin_cases i <;> fin_cases j <;> simp [Matrix.mul_apply, Fin.sum_univ_succ]
  · ext i j
    fin_cases i <;> fin_cases j <;> simp [Matrix.mul_apply, Fin.sum_univ_succ]
  · simp [Matrix.det_fin_three]
  · simp [Matrix.det_fin_three]

end ManyElectronTransitionMoment
```

```lean
#print axioms ManyElectronTransitionMoment.slater_amplitude
#print axioms ManyElectronTransitionMoment.transitionMoment_eq_trace
#print axioms ManyElectronTransitionMoment.transitionMoment_biorthonormal
#print axioms ManyElectronTransitionMoment.transitionMoment_two_zeros
```

```
'ManyElectronTransitionMoment.slater_amplitude' depends on axioms: [propext, Classical.choice, Quot.sound]
'ManyElectronTransitionMoment.transitionMoment_eq_trace' depends on axioms: [propext, Classical.choice, Quot.sound]
'ManyElectronTransitionMoment.transitionMoment_biorthonormal' depends on axioms: [propext, Classical.choice, Quot.sound]
'ManyElectronTransitionMoment.transitionMoment_two_zeros' depends on axioms: [propext, Classical.choice, Quot.sound]
```

## How the proof follows the derivation

`prod_ite_erase` isolates the factor of electron \(k\). `product_amplitude` uses it to write the integrand as one product over electrons, and `Finset.prod_univ_sum` then exchanges the sum over configurations with that product. `slater_amplitude` inserts this for every permutation; its repeated `Finset.sum_comm` steps only reorder finite sums.

`transitionMoment_eq_trace` carries out the row replacement. `transitionMoment_transform` follows the three-line calculation above, with `Matrix.adjugate_mul` and `Matrix.mul_adjugate` producing the determinants. `transitionMoment_biorthogonal` and `transitionMoment_biorthonormal` insert the adjugates of a diagonal matrix and of the identity. `transitionMoment_one_zero` keeps one term of the sum, and `transitionMoment_two_zeros` shows that this term vanishes too, then cancels the invertible determinants. `biorthogonal_witness` gives integer matrices satisfying the overlap conditions, including a case with two zeros. Its starting matrices are algebraic examples, not overlaps between two orthonormal orbital sets.

## Cramer's rule without division

The proof turns on `Matrix.cramer`, which collects the determinants obtained by replacing one column of a matrix with a given vector. Applied to the transpose of \(S\), it replaces rows, as `Matrix.cramer_transpose_apply` states. `Matrix.cramer_eq_adjugate_mulVec` identifies the result with the adjugate of the transpose acting on that vector, and `Matrix.adjugate_transpose` turns this into the transpose of \(\operatorname{adj}(S)\). Nothing is divided by \(\det S\), so the trace formula also holds for singular overlap matrices, where \(S^{-1}\) is unavailable.
